# The least flow energy at a fixed phase twist, and Leggett's fraction

## A modulated Bose gas with a twisted phase

A Bose gas at zero temperature fills a narrow ring of circumference $L$, and a lattice or an obstacle modulates its density $n(x)$ along the ring. In the frame that turns with the ring, a slow rotation can be traded, by a change of phase of the wave function, for a twisted boundary condition: the wave function gains a factor $e^{i\theta}$, with a small fixed $\theta$, when any one particle is carried once around the ring. The energy that this twist costs measures how much of the gas is superfluid.

A simple trial state takes the real ground-state wave function and multiplies it by $e^{i\varphi(x_j)}$ for every particle $j$. The density stays as it was, and the energy rises by

$$\frac{\hbar^2}{2m}\int_0^L n(x)\,\varphi'(x)^2\,dx .$$

The phase need not wind evenly. A steep gradient is cheap where the density is low, so the twist can be concentrated there. The question is how low the energy can go for a given $n$ and $\theta$.

## The minimum and the fraction

Let $L>0$, let $n$ be continuous and positive on $[0,L]$, and let $\varphi$ be continuously differentiable there with $\varphi(L)-\varphi(0)=\theta$. Write $v=\varphi'$ and set the prefactor $\hbar^2/2m$ to one. With

$$E[v]=\int_0^L n v^2\,dx,\qquad N=\int_0^L n\,dx,\qquad I=\int_0^L \frac{dx}{n},$$

the results are:

- The least value of $E[v]$ over all such phases is $\theta^2/I$, and some phase attains it.
- A phase attains it exactly when its current $n v$ equals $\theta/I$ at every point.
- The fraction $f=L^2/(NI)$ satisfies $f\le 1$, with equality exactly when $n$ is constant on $[0,L]$.

The fraction compares the least energy with that of an even winding. A uniform gradient $\theta/L$ costs $\theta^2N/L^2$, and $f$ times this is $\theta^2/I$.

Leggett's bound is usually quoted as an upper bound on the superfluid fraction of the many-body system. That reading rests on the trial state above and on the variational principle for the many-body energy. The theorems here concern the remaining step, the minimisation over $\varphi$ at a given density.

## Completing the square

Put $J=\theta/I$, which is the uniform current we expect at the minimum. Since $n>0$,

$$n\left(v-\frac{J}{n}\right)^2=n v^2-2Jv+\frac{J^2}{n}.$$

Now integrate over $[0,L]$. The middle term involves only the twist, because $\int_0^L v\,dx=\varphi(L)-\varphi(0)=\theta$. Hence

$$\int_0^L n\left(v-\frac{J}{n}\right)^2dx=E[v]-2J\theta+J^2I=E[v]-\frac{\theta^2}{I},$$

where the last step uses $JI=\theta$ and $J\theta=\theta^2/I$.

The left side is nonnegative, so $E[v]\ge\theta^2/I$. Its integrand is continuous and nonnegative, so the integral vanishes only if the integrand vanishes everywhere, that is, if $nv=J$ on all of $[0,L]$. The phase

$$\varphi(x)=J\int_0^x\frac{dy}{n(y)}$$

has this property, and its twist is $JI=\theta$. The bound is therefore attained.

For the fraction, apply the bound to the linear phase $\varphi(x)=x$, which has $v=1$, twist $L$ and energy $N$. The bound reads $N\ge L^2/I$, which is $f\le1$. Equality holds exactly when $n\cdot 1=L/I$ everywhere, and this makes $n$ constant. Conversely, if $n=c$ then $I=L/c$, so $L/I=c$ and the condition is met.

## How the Lean statements express this

The density is a function `n : ℝ → ℝ`, but `IsDensity n L` constrains it only on the closed interval `Icc 0 L`, where it must be continuous and strictly positive. Physically, strict positivity says that the density vanishes nowhere along the ring.

`IsPhase φ v θ L` says that `v` is the derivative of `φ` on the interval, one-sided at the two ends, that `v` is continuous there, and that the twist is `θ`. The twist may be any real number. Neither structure demands periodicity, so a ring is covered as the case in which the values of $n$ and of $v$ match at the ends. If $n(0)=n(L)$, the optimal gradient $J/n$ matches as well.

`flowEnergy`, `inverseDensity` and `leggettFraction` are $E[v]$, $I$ and $f$. The theorem `leggett_bound` uses `IsLeast`: the number $\theta^2/I$ belongs to the set of energies of phases with twist `θ`, and it lies below every other member of that set. `energy_eq_iff_uniform_current` describes the minimisers, `least_energy_eq_fraction_mul` relates the minimum to the uniform gradient, and `leggettFraction_le_one_and_eq_iff` contains both claims about $f$.

The model has one spatial coordinate and a density that does not respond to the flow. Interactions enter only through the given $n$.

## The Lean file

```lean
import Mathlib

open Set

namespace LeggettBound

noncomputable section

/-- A density profile on `[0, L]`: continuous and strictly positive. -/
structure IsDensity (n : ℝ → ℝ) (L : ℝ) : Prop where
  cont : ContinuousOn n (Icc 0 L)
  pos : ∀ x ∈ Icc 0 L, 0 < n x

/-- A continuously differentiable phase `φ` on `[0, L]` with gradient `v` and total twist `θ`. -/
structure IsPhase (φ v : ℝ → ℝ) (θ L : ℝ) : Prop where
  deriv : ∀ x ∈ Icc 0 L, HasDerivWithinAt φ (v x) (Icc 0 L) x
  cont : ContinuousOn v (Icc 0 L)
  twist : φ L - φ 0 = θ

/-- The flow energy `∫ n v²` of a phase gradient `v`, in units where the prefactor is one. -/
def flowEnergy (n v : ℝ → ℝ) (L : ℝ) : ℝ := ∫ x in (0 : ℝ)..L, n x * v x ^ 2

/-- The integral of the inverse density over `[0, L]`. -/
def inverseDensity (n : ℝ → ℝ) (L : ℝ) : ℝ := ∫ x in (0 : ℝ)..L, 1 / n x

/-- Leggett's fraction `L² / ((∫ n) (∫ 1/n))`. -/
def leggettFraction (n : ℝ → ℝ) (L : ℝ) : ℝ :=
  L ^ 2 / ((∫ x in (0 : ℝ)..L, n x) * inverseDensity n L)

variable {n φ v : ℝ → ℝ} {θ L : ℝ}

/-- A density profile has a positive integral. -/
theorem IsDensity.total_pos (hn : IsDensity n L) (hL : 0 < L) :
    0 < ∫ x in (0 : ℝ)..L, n x :=
  intervalIntegral.integral_pos hL hn.cont
    (fun x hx => (hn.pos x ⟨hx.1.le, hx.2⟩).le)
    ⟨0, ⟨le_rfl, hL.le⟩, hn.pos 0 ⟨le_rfl, hL.le⟩⟩

/-- The inverse of a density profile is continuous and positive too. -/
theorem IsDensity.inverse (hn : IsDensity n L) : IsDensity (fun x => 1 / n x) L :=
  ⟨continuousOn_const.div hn.cont (fun x hx => (hn.pos x hx).ne'),
    fun x hx => one_div_pos.mpr (hn.pos x hx)⟩

/-- The flow energy exceeds `θ² / ∫ 1/n` by the integral of `n` times the squared deviation of the
phase gradient from that of the uniform current `θ / ∫ 1/n`. -/
theorem energy_excess (hL : 0 < L) (hn : IsDensity n L) (hφ : IsPhase φ v θ L) :
    flowEnergy n v L - θ ^ 2 / inverseDensity n L =
      ∫ x in (0 : ℝ)..L, n x * (v x - θ / inverseDensity n L / n x) ^ 2 := by
  have hI : 0 < inverseDensity n L := hn.inverse.total_pos hL
  obtain ⟨J, hJ⟩ : ∃ J, J = θ / inverseDensity n L := ⟨_, rfl⟩
  rw [← hJ]
  -- the phase gradient integrates to the twist
  have e1 : ∫ x in (0 : ℝ)..L, v x = θ := by
    rw [← hφ.twist]
    exact intervalIntegral.integral_eq_sub_of_hasDerivAt_of_le hL.le
      (fun x hx => (hφ.deriv x hx).continuousWithinAt)
      (fun x hx => (hφ.deriv x ⟨hx.1.le, hx.2.le⟩).hasDerivAt (Icc_mem_nhds hx.1 hx.2))
      (hφ.cont.intervalIntegrable_of_Icc hL.le)
  -- expand the square
  have hc : ∫ x in (0 : ℝ)..L, n x * (v x - J / n x) ^ 2 =
      ∫ x in (0 : ℝ)..L, ((n x * v x ^ 2 - 2 * J * v x) + J ^ 2 * (1 / n x)) := by
    apply intervalIntegral.integral_congr
    intro x hx
    rw [uIcc_of_le hL.le] at hx
    have hx0 := (hn.pos x hx).ne'
    change n x * (v x - J / n x) ^ 2 = (n x * v x ^ 2 - 2 * J * v x) + J ^ 2 * (1 / n x)
    field_simp
    ring
  have c1 : ContinuousOn (fun x => n x * v x ^ 2) (Icc 0 L) := hn.cont.mul (hφ.cont.pow 2)
  have c2 : ContinuousOn (fun x => 2 * J * v x) (Icc 0 L) := continuousOn_const.mul hφ.cont
  have c12 : ContinuousOn (fun x => n x * v x ^ 2 - 2 * J * v x) (Icc 0 L) := c1.sub c2
  have c3 : ContinuousOn (fun x => J ^ 2 * (1 / n x)) (Icc 0 L) :=
    continuousOn_const.mul hn.inverse.cont
  rw [hc, intervalIntegral.integral_add (c12.intervalIntegrable_of_Icc hL.le)
      (c3.intervalIntegrable_of_Icc hL.le),
    intervalIntegral.integral_sub (c1.intervalIntegrable_of_Icc hL.le)
      (c2.intervalIntegrable_of_Icc hL.le),
    intervalIntegral.integral_const_mul, intervalIntegral.integral_const_mul, e1]
  change flowEnergy n v L - θ ^ 2 / inverseDensity n L =
    flowEnergy n v L - 2 * J * θ + J ^ 2 * inverseDensity n L
  have h : θ ^ 2 / inverseDensity n L = J * θ := by rw [hJ]; ring
  have h' : J * inverseDensity n L = θ := by rw [hJ]; exact div_mul_cancel₀ _ hI.ne'
  linear_combination -h - J * h'

/-- Every phase of twist `θ` costs at least the flow energy `θ² / ∫ 1/n`. -/
theorem energy_lower_bound (hL : 0 < L) (hn : IsDensity n L) (hφ : IsPhase φ v θ L) :
    θ ^ 2 / inverseDensity n L ≤ flowEnergy n v L := by
  have h := energy_excess hL hn hφ
  have h0 : 0 ≤ ∫ x in (0 : ℝ)..L, n x * (v x - θ / inverseDensity n L / n x) ^ 2 :=
    intervalIntegral.integral_nonneg hL.le
      (fun x hx => mul_nonneg (hn.pos x hx).le (sq_nonneg _))
  linarith

/-- A phase attains the bound exactly when its current `n v` equals `θ / ∫ 1/n` everywhere. -/
theorem energy_eq_iff_uniform_current (hL : 0 < L) (hn : IsDensity n L)
    (hφ : IsPhase φ v θ L) :
    flowEnergy n v L = θ ^ 2 / inverseDensity n L ↔
      ∀ x ∈ Icc 0 L, n x * v x = θ / inverseDensity n L := by
  have h := energy_excess hL hn hφ
  constructor
  · intro heq x hx
    by_contra hne
    -- a deviation at one point costs energy, by continuity
    have hd : v x - θ / inverseDensity n L / n x ≠ 0 := by
      intro h0
      apply hne
      rw [mul_comm]
      exact (eq_div_iff (hn.pos x hx).ne').mp (sub_eq_zero.mp h0)
    have hp : 0 < ∫ x in (0 : ℝ)..L, n x * (v x - θ / inverseDensity n L / n x) ^ 2 :=
      intervalIntegral.integral_pos hL
        (hn.cont.mul ((hφ.cont.sub
          (continuousOn_const.div hn.cont (fun y hy => (hn.pos y hy).ne'))).pow 2))
        (fun y hy => mul_nonneg (hn.pos y ⟨hy.1.le, hy.2⟩).le (sq_nonneg _))
        ⟨x, hx, mul_pos (hn.pos x hx) (pow_pos (abs_pos.mpr hd) 2 |>.trans_eq (sq_abs _))⟩
    linarith
  · intro hJ
    have hz : ∫ x in (0 : ℝ)..L, n x * (v x - θ / inverseDensity n L / n x) ^ 2 =
        ∫ _x in (0 : ℝ)..L, (0 : ℝ) := by
      apply intervalIntegral.integral_congr
      intro x hx
      rw [uIcc_of_le hL.le] at hx
      have hv : v x = θ / inverseDensity n L / n x := by
        rw [eq_div_iff (hn.pos x hx).ne', mul_comm]
        exact hJ x hx
      change n x * (v x - θ / inverseDensity n L / n x) ^ 2 = 0
      rw [← hv]
      ring
    rw [hz, intervalIntegral.integral_zero] at h
    linarith

/-- The least flow energy among all phases of twist `θ` is `θ² / ∫ 1/n`. -/
theorem leggett_bound (hL : 0 < L) (hn : IsDensity n L) (θ : ℝ) :
    IsLeast {E | ∃ φ v, IsPhase φ v θ L ∧ E = flowEnergy n v L}
      (θ ^ 2 / inverseDensity n L) := by
  have hI : 0 < inverseDensity n L := hn.inverse.total_pos hL
  refine ⟨?_, ?_⟩
  · -- extend the density continuously beyond the interval
    obtain ⟨m, hm⟩ : ∃ m : ℝ → ℝ, m = fun x => n (max 0 (min L x)) := ⟨_, rfl⟩
    have hmem : ∀ x : ℝ, max 0 (min L x) ∈ Icc 0 L := fun x =>
      ⟨le_max_left _ _, max_le hL.le (min_le_left _ _)⟩
    have hmn : ∀ x ∈ Icc 0 L, m x = n x := by
      intro x hx
      simp only [hm]
      rw [min_eq_right hx.2, max_eq_right hx.1]
    have hmc : Continuous m := by
      rw [hm]
      exact hn.cont.comp_continuous
        (continuous_const.max (continuous_const.min continuous_id)) hmem
    have hm0 : ∀ x, m x ≠ 0 := by
      intro x
      rw [hm]
      exact (hn.pos _ (hmem x)).ne'
    have hc : Continuous (fun x => 1 / m x) := continuous_const.div hmc hm0
    have hint : ∫ x in (0 : ℝ)..L, 1 / m x = inverseDensity n L := by
      apply intervalIntegral.integral_congr
      intro x hx
      rw [uIcc_of_le hL.le] at hx
      change 1 / m x = 1 / n x
      rw [hmn x hx]
    -- the phase that carries a uniform current
    have hφ : IsPhase (fun u => θ / inverseDensity n L * ∫ x in (0 : ℝ)..u, 1 / m x)
        (fun x => θ / inverseDensity n L * (1 / m x)) θ L := by
      refine ⟨fun x _ => ?_, (continuous_const.mul hc).continuousOn, ?_⟩
      · exact ((hc.integral_hasStrictDerivAt 0 x).hasDerivAt.const_mul _).hasDerivWithinAt
      · rw [hint, intervalIntegral.integral_same, mul_zero, sub_zero]
        exact div_mul_cancel₀ _ hI.ne'
    refine ⟨_, _, hφ, ((energy_eq_iff_uniform_current hL hn hφ).mpr ?_).symm⟩
    intro x hx
    have hx0 := (hn.pos x hx).ne'
    change n x * (θ / inverseDensity n L * (1 / m x)) = θ / inverseDensity n L
    rw [hmn x hx, mul_left_comm, mul_one_div_cancel hx0, mul_one]
  · rintro E ⟨φ, v, hφ, rfl⟩
    exact energy_lower_bound hL hn hφ

/-- The value `θ² / ∫ 1/n` is Leggett's fraction times the flow energy of the uniform phase gradient
`θ / L`. -/
theorem least_energy_eq_fraction_mul (hL : 0 < L) (hn : IsDensity n L) (θ : ℝ) :
    θ ^ 2 / inverseDensity n L =
      leggettFraction n L * flowEnergy n (fun _ => θ / L) L := by
  have hI : inverseDensity n L ≠ 0 := (hn.inverse.total_pos hL).ne'
  have hN := (hn.total_pos hL).ne'
  have hL0 := hL.ne'
  unfold leggettFraction flowEnergy
  rw [intervalIntegral.integral_mul_const]
  generalize (∫ x in (0 : ℝ)..L, n x) = N at hN ⊢
  field_simp

/-- Leggett's fraction is at most one, and equals one exactly when the density is constant. -/
theorem leggettFraction_le_one_and_eq_iff (hL : 0 < L) (hn : IsDensity n L) :
    leggettFraction n L ≤ 1 ∧
      (leggettFraction n L = 1 ↔ ∃ c, ∀ x ∈ Icc 0 L, n x = c) := by
  have hI : 0 < inverseDensity n L := hn.inverse.total_pos hL
  have hN := hn.total_pos hL
  -- test the bound on the linear phase `φ x = x`
  have hφ : IsPhase (fun x => x) (fun _ => 1) L L :=
    ⟨fun x _ => hasDerivWithinAt_id x _, continuousOn_const, sub_zero L⟩
  have hE : flowEnergy n (fun _ => 1) L = ∫ x in (0 : ℝ)..L, n x := by
    simp [flowEnergy]
  have hle := energy_lower_bound hL hn hφ
  have hiff := energy_eq_iff_uniform_current hL hn hφ
  rw [hE] at hle hiff
  unfold leggettFraction
  refine ⟨(div_le_one (mul_pos hN hI)).mpr ((div_le_iff₀ hI).mp hle), ?_⟩
  rw [div_eq_one_iff_eq (mul_pos hN hI).ne', eq_comm, ← eq_div_iff hI.ne', hiff]
  constructor
  · intro h
    exact ⟨L / inverseDensity n L, fun x hx => by rw [← h x hx, mul_one]⟩
  · rintro ⟨c, hc⟩ x hx
    have hc0 : c ≠ 0 := by
      rw [← hc x hx]
      exact (hn.pos x hx).ne'
    have hIc : inverseDensity n L = L / c := by
      have h1 : inverseDensity n L = ∫ _x in (0 : ℝ)..L, 1 / c := by
        apply intervalIntegral.integral_congr
        intro y hy
        rw [uIcc_of_le hL.le] at hy
        change 1 / n y = 1 / c
        rw [hc y hy]
      rw [h1, intervalIntegral.integral_const, smul_eq_mul]
      ring
    rw [hc x hx, hIc, mul_one, eq_div_iff (div_ne_zero hL.ne' hc0), mul_comm]
    exact div_mul_cancel₀ _ hc0

end

end LeggettBound
```

```lean
#print axioms LeggettBound.leggett_bound
#print axioms LeggettBound.least_energy_eq_fraction_mul
#print axioms LeggettBound.leggettFraction_le_one_and_eq_iff
```

```
'LeggettBound.leggett_bound' depends on axioms: [propext, Classical.choice, Quot.sound]
'LeggettBound.least_energy_eq_fraction_mul' depends on axioms: [propext, Classical.choice, Quot.sound]
'LeggettBound.leggettFraction_le_one_and_eq_iff' depends on axioms: [propext, Classical.choice, Quot.sound]
```

## How the proof follows the derivation

**Positive integrals.** `IsDensity.total_pos` gives $N>0$. `IsDensity.inverse` shows that $1/n$ is again a density profile, so the same lemma also gives $I>0$.

**The square.** `energy_excess` is the central identity. Its step `e1` is the fundamental theorem of calculus, $\int_0^L v\,dx=\theta$; the version used needs continuity of $\varphi$ on the closed interval and an ordinary derivative only in the interior. The step `hc` expands the square under the integral, with `field_simp` and `ring` doing the algebra at each point. The continuity facts `c1` to `c3` allow the integral to be split into its three terms. The final `linear_combination` inserts $\theta^2/I=J\theta$ and $JI=\theta$.

**Bound and equality.** `energy_lower_bound` notes that the excess is an integral of nonnegative terms. In `energy_eq_iff_uniform_current`, the forward direction argues by contradiction: if $nv\ne J$ at one point, the continuous integrand is positive there, and `intervalIntegral.integral_pos` makes the excess positive. In the other direction the integrand is zero throughout.

**The minimiser.** `leggett_bound` has to construct a phase. The function `n` may behave arbitrarily outside $[0,L]$, so $J\int_0^x 1/n$ need not have a two-sided derivative at the ends. `IsPhase` asks only for one-sided derivatives there, but it is convenient to work with a function continuous on the whole line. The proof replaces `n` by `m`, which equals `n` inside the interval and continues with the end values outside. This `m` is continuous and nonzero on the whole line, so $J\int_0^x 1/m$ is differentiable everywhere, and the equality criterion shows that it attains the bound. The second half of `IsLeast` is `energy_lower_bound`.

**The fraction.** `least_energy_eq_fraction_mul` is algebra once the constant $(\theta/L)^2$ has been taken out of the integral. `leggettFraction_le_one_and_eq_iff` tests the earlier theorems on $\varphi(x)=x$, as in the derivation, and rewrites $f=1$ as $N=L^2/I$ so that the equality criterion applies.

## Phases with weaker regularity

The phases could also have been taken absolutely continuous with a square-integrable derivative, and the density merely measurable and bounded between two positive constants. This would admit densities with jumps. The minimum would keep the value $\theta^2/I$, but the current of a minimiser would be uniform only almost everywhere, and $f=1$ would mean that $n$ is constant almost everywhere. The continuous setting gives statements at every point and lets the proof use the elementary fundamental theorem of calculus.

## Evaluating the fraction from a computed density

In a simulation, $f$ needs only the ground-state density, for instance from a Gross–Pitaevskii calculation; within the one-dimensional, fixed-density model above, no separate calculation with a twisted phase is required. On a uniform periodic grid with values $n_1,\dots,n_M$, the integrals become averages:

$$f\approx\left[\left(\frac1M\sum_{i=1}^M n_i\right)\left(\frac1M\sum_{i=1}^M\frac1{n_i}\right)\right]^{-1}.$$

The second average gives the most weight to low densities, so deep minima of the profile must be well resolved. The profile $n(x)=n_0\,(1+a\cos(2\pi x/L))$ with $n_0>0$ and $|a|<1$ provides a check on the routine, since its exact fraction is $f=\sqrt{1-a^2}$.
